# A triangulene flake with $n \ge 1$ hexagons per edge has $n-1$ non-bonding Hückel orbitals

One way to choose a minimal active space for a triangular graphene flake with zigzag edges and $n\ge2$ hexagons per edge is to take the non-bonding orbitals of its Hückel Hamiltonian. The size of that space is then the dimension of the kernel of the adjacency matrix $A$. In the non-interacting model $H=\alpha I+\beta A$, with one on-site energy $\alpha$ and one nearest-neighbour coupling $\beta\neq0$, kernel vectors are the orbitals of energy $\alpha$.

## Counting the orbitals by hand

Label atoms by triples $(i,j,k)$ of natural numbers. Inner atoms have $i+j+k=n$. Rim atoms have sum $n+1$, with the corners $(n+1,0,0)$, $(0,n+1,0)$ and $(0,0,n+1)$ left out. A bond raises one coordinate by one. The names "inner" and "rim" only label the two sublattices: the inner atom $(n,0,0)$ lies on the boundary of the flake when $n\ge1$, and for $n=2$ the rim atom $(1,1,1)$ is its centre. For $n=1$ this is the benzene ring, with no non-bonding orbital; $n=2$ is the phenalenyl skeleton, with one.

Let $B$ be the bond matrix, with inner atoms as rows and rim atoms as columns. An orbital with inner part $f$ and rim part $g$ is non-bonding exactly when $B^Tf=0$ and $Bg=0$.

**The inner part vanishes.** The condition $B^Tf=0$ says that at each rim atom

$$f(i-1,j,k)+f(i,j-1,k)+f(i,j,k-1)=0,$$

where terms with a negative coordinate are omitted. Put $c=f(0,0,n)$. Then

$$f(i,j,k)=(-1)^{i+j}\binom{i+j}{i}c .$$

This is clear for $i+j=0$. If it holds for $i+j=m$, take an inner atom with $i+j=m+1$. The balance at $(i,j,k+1)$ gives

$$f(i,j,k)=-f(i-1,j,k+1)-f(i,j-1,k+1)=(-1)^{m+1}\left[\binom{m}{i-1}+\binom{m}{i}\right]c,$$

and Pascal's rule completes the step. At the rim atom $(1,n,0)$ the balance becomes

$$f(0,n,0)+f(1,n-1,0)=(-1)^n(1+n)\,c=0,$$

so $c=0$ and $f=0$.

**The rim part is counted.** Since $B^T$ is injective, $B$ has rank $|\text{inner}|$, and $\dim\ker B=|\text{rim}|-|\text{inner}|$. Restore the corner $(0,0,n+1)$ to the rim. The sites with $k\ge1$ are the inner layer shifted by one, and those with $k=0$ are the $n$ sites $(i+1,n-i,0)$, $0\le i<n$. Hence $|\text{rim}|+1=|\text{inner}|+n$, and the dimension is $n-1$.

**The case $n=0$ fails.** All three sites of sum 1 are corners, so a single isolated atom remains. Its kernel has dimension 1, not $-1$.

## The flake as a graph in Lean

```lean
import Mathlib

open Matrix

namespace TrianguleneNonbonding

noncomputable section

/-- A site of the flake is labelled by three natural coordinates. -/
abbrev Site := ℕ × ℕ × ℕ

/-- The triples of natural numbers with sum `m`. -/
def layer (m : ℕ) : Finset Site :=
  (Finset.range (m + 1) ×ˢ (Finset.range (m + 1) ×ˢ Finset.range (m + 1))).filter
    (fun p => p.1 + p.2.1 + p.2.2 = m)

/-- The rim sublattice: triples of sum `n + 1` without the three corners. -/
def rim (n : ℕ) : Finset Site :=
  layer (n + 1) \ {(n + 1, 0, 0), (0, n + 1, 0), (0, 0, n + 1)}

/-- The site `q` arises from `p` by raising one coordinate by one. -/
def Raises (p q : Site) : Prop :=
  q = (p.1 + 1, p.2.1, p.2.2) ∨ q = (p.1, p.2.1 + 1, p.2.2) ∨ q = (p.1, p.2.1, p.2.2 + 1)

instance : DecidableRel Raises := fun p q => by unfold Raises; infer_instance
```

`Atom n` is the disjoint union of the two sublattices. `SimpleGraph.fromRel` makes the raising relation symmetric, as a bond should be.

```lean
/-- The atoms of the flake: the inner sublattice (sum `n`) and the rim sublattice. -/
abbrev Atom (n : ℕ) := ↥(layer n) ⊕ ↥(rim n)

/-- The coordinates of an atom. -/
def site {n : ℕ} : Atom n → Site
  | .inl a => a.1
  | .inr b => b.1

/-- The triangulene graph: two atoms are bonded when one arises from the other by raising
one coordinate. -/
def triangulene (n : ℕ) : SimpleGraph (Atom n) :=
  SimpleGraph.fromRel (fun u v => Raises (site u) (site v))

instance (n : ℕ) : DecidableRel (triangulene n).Adj := fun _ _ => Classical.propDecidable _
```

`nonbonding n` is the space of real amplitude vectors annihilated by the adjacency matrix, `hop n` is $B$, and `neighbourSum` is the left side of the balance condition. All bonds have equal strength; bond alternation, longer-range hopping and electron repulsion are absent.

```lean
/-- The space of non-bonding orbitals: the kernel of the real adjacency matrix. -/
def nonbonding (n : ℕ) : Submodule ℝ (Atom n → ℝ) :=
  LinearMap.ker ((triangulene n).adjMatrix ℝ).mulVecLin

/-- The bond matrix between inner atoms (rows) and rim atoms (columns). -/
def hop (n : ℕ) : Matrix (layer n) (rim n) ℝ :=
  Matrix.of fun a b => if Raises a.1 b.1 then 1 else 0

/-- The sum of the amplitudes `F` on the sites obtained from `(i, j, k)` by lowering one
coordinate. -/
def neighbourSum (F : Site → ℝ) (i j k : ℕ) : ℝ :=
  (if i = 0 then 0 else F (i - 1, j, k)) + (if j = 0 then 0 else F (i, j - 1, k)) +
    (if k = 0 then 0 else F (i, j, k - 1))
```

## Sublattice blocks and Pascal's rule

Two membership lemmas turn questions about sites into linear arithmetic for `omega`.

```lean
/-- A site lies in layer `m` exactly when its coordinates add up to `m`. -/
theorem mem_layer {m : ℕ} {p : Site} : p ∈ layer m ↔ p.1 + p.2.1 + p.2.2 = m := by
  simp only [layer, Finset.mem_filter, Finset.mem_product, Finset.mem_range]
  omega

/-- A site lies on the rim sublattice exactly when its coordinates add up to `n + 1` and none
of them exceeds `n`. -/
theorem mem_rim {n : ℕ} {p : Site} :
    p ∈ rim n ↔ p.1 + p.2.1 + p.2.2 = n + 1 ∧ p.1 ≤ n ∧ p.2.1 ≤ n ∧ p.2.2 ≤ n := by
  obtain ⟨i, j, k⟩ := p
  simp only [rim, Finset.mem_sdiff, mem_layer, Finset.mem_insert, Finset.mem_singleton,
    Prod.mk.injEq]
  omega
```

Raising a coordinate increases the sum by one, so atoms of the same sublattice are never bonded and the diagonal blocks vanish.

```lean
/-- The adjacency matrix only couples the inner sublattice to the rim sublattice. -/
theorem adjMatrix_blocks (n : ℕ) :
    (triangulene n).adjMatrix ℝ = Matrix.fromBlocks 0 (hop n) (hop n)ᵀ 0 := by
  have up : ∀ {p q : Site}, Raises p q → q.1 + q.2.1 + q.2.2 = p.1 + p.2.1 + p.2.2 + 1 := by
    intro p q h
    simp only [Raises, Prod.ext_iff] at h
    omega
  ext u v
  rw [SimpleGraph.adjMatrix_apply]
  rcases u with a | a <;> rcases v with b | b
  · have ha := mem_layer.1 a.2
    have hb := mem_layer.1 b.2
    refine if_neg fun h => ?_
    rcases ((SimpleGraph.fromRel_adj _ _ _).1 h).2 with h | h <;>
      · have := up h
        simp only [site] at this
        omega
  · have ha := mem_layer.1 a.2
    have hb := (mem_rim.1 b.2).1
    simp only [Matrix.fromBlocks_apply₁₂, hop, Matrix.of_apply]
    refine if_congr ⟨fun h => ?_, fun h => ?_⟩ rfl rfl
    · rcases ((SimpleGraph.fromRel_adj _ _ _).1 h).2 with h | h
      · exact h
      · have := up h
        simp only [site] at this
        omega
    · exact (SimpleGraph.fromRel_adj _ _ _).2 ⟨by simp, Or.inl h⟩
  · have ha := (mem_rim.1 a.2).1
    have hb := mem_layer.1 b.2
    simp only [Matrix.fromBlocks_apply₂₁, Matrix.transpose_apply, hop, Matrix.of_apply]
    refine if_congr ⟨fun h => ?_, fun h => ?_⟩ rfl rfl
    · rcases ((SimpleGraph.fromRel_adj _ _ _).1 h).2 with h | h
      · have := up h
        simp only [site] at this
        omega
      · exact h
    · exact (SimpleGraph.fromRel_adj _ _ _).2 ⟨by simp, Or.inr h⟩
  · have ha := (mem_rim.1 a.2).1
    have hb := (mem_rim.1 b.2).1
    refine if_neg fun h => ?_
    rcases ((SimpleGraph.fromRel_adj _ _ _).1 h).2 with h | h <;>
      · have := up h
        simp only [site] at this
        omega
```

The next lemma identifies an entry of $B^Tf$ with a neighbour sum. The three ways of raising a coordinate are mutually exclusive, and each contributes at most one inner atom.

```lean
/-- Summing amplitudes over the inner atoms from which a given site of sum `n + 1` arises by raising
one coordinate gives its neighbour sum. -/
theorem sum_inner_neighbours {n : ℕ} (F : Site → ℝ) (i j k : ℕ) (h : i + j + k = n + 1) :
    ∑ a : layer n, (if Raises a.1 (i, j, k) then F a.1 else 0) = neighbourSum F i j k := by
  have key : ∀ (P : Site → Prop) [DecidablePred P] (q : Site) (c : Prop) [Decidable c],
      (∀ a ∈ layer n, P a ↔ ¬ c ∧ a = q) → (¬ c → q ∈ layer n) →
      ∑ a : layer n, (if P a.1 then F a.1 else 0) = if c then 0 else F q := by
    intro P _ q c _ hP hq
    by_cases hc : c
    · rw [if_pos hc]
      exact Finset.sum_eq_zero fun a _ => if_neg fun hp => ((hP a.1 a.2).1 hp).1 hc
    · rw [if_neg hc, Finset.sum_eq_single (⟨q, hq hc⟩ : layer n)]
      · exact if_pos ((hP q (hq hc)).2 ⟨hc, rfl⟩)
      · intro a _ hne
        exact if_neg fun hp => hne (Subtype.ext ((hP a.1 a.2).1 hp).2)
      · intro h'
        exact absurd (Finset.mem_univ _) h'
  -- the three ways of raising a coordinate exclude each other
  have split : ∀ a : Site, (if Raises a (i, j, k) then F a else 0) =
      (if (i, j, k) = (a.1 + 1, a.2.1, a.2.2) then F a else 0) +
      (if (i, j, k) = (a.1, a.2.1 + 1, a.2.2) then F a else 0) +
      (if (i, j, k) = (a.1, a.2.1, a.2.2 + 1) then F a else 0) := by
    rintro ⟨x, y, z⟩
    simp only [Raises, Prod.mk.injEq]
    split_ifs <;> first | omega | simp
  have e1 := key (fun a => (i, j, k) = (a.1 + 1, a.2.1, a.2.2)) (i - 1, j, k) (i = 0)
    (by rintro ⟨x, y, z⟩ _; simp only [Prod.mk.injEq]; omega)
    (by intro hc; simp only [mem_layer]; omega)
  have e2 := key (fun a => (i, j, k) = (a.1, a.2.1 + 1, a.2.2)) (i, j - 1, k) (j = 0)
    (by rintro ⟨x, y, z⟩ _; simp only [Prod.mk.injEq]; omega)
    (by intro hc; simp only [mem_layer]; omega)
  have e3 := key (fun a => (i, j, k) = (a.1, a.2.1, a.2.2 + 1)) (i, j, k - 1) (k = 0)
    (by rintro ⟨x, y, z⟩ _; simp only [Prod.mk.injEq]; omega)
    (by intro hc; simp only [mem_layer]; omega)
  rw [Finset.sum_congr rfl (fun a _ => split a.1), Finset.sum_add_distrib,
    Finset.sum_add_distrib]
  exact congrArg₂ (· + ·) (congrArg₂ (· + ·) e1 e2) e3
```

The induction on $m=i+j$ follows. The cases $i=0$ and $j=0$ are treated separately because a neighbour is missing there; `linear_combination` combines the balance equation with the induction hypotheses.

```lean
/-- If the neighbour sums vanish at all rim atoms, the inner amplitudes are signed binomial
coefficients times the amplitude at the corner `(0, 0, n)`. -/
theorem inner_pascal {n : ℕ} {F : Site → ℝ}
    (H : ∀ i j k, i + j + k = n + 1 → i ≤ n → j ≤ n → k ≤ n → neighbourSum F i j k = 0) :
    ∀ m i j k, i + j = m → m + k = n →
      F (i, j, k) = (-1) ^ m * (m.choose i : ℝ) * F (0, 0, n) := by
  intro m
  induction m with
  | zero =>
    intro i j k hij hk
    have hi : i = 0 := by omega
    have hj : j = 0 := by omega
    have hk' : k = n := by omega
    simp [hi, hj, hk']
  | succ m ih =>
    intro i j k hij hk
    have h := H i j (k + 1) (by omega) (by omega) (by omega) (by omega)
    rcases i with _ | i <;> rcases j with _ | j
    · omega
    · have e := ih 0 j (k + 1) (by omega) (by omega)
      simp [neighbourSum] at h
      rw [Nat.choose_zero_right, Nat.cast_one] at e ⊢
      linear_combination h - e
    · have e := ih i 0 (k + 1) (by omega) (by omega)
      have hi : i = m := by omega
      have c1 : m.choose i = 1 := by rw [hi, Nat.choose_self]
      have c2 : (m + 1).choose (i + 1) = 1 := by rw [hi, Nat.choose_self]
      simp [neighbourSum] at h
      rw [c1, Nat.cast_one] at e
      rw [c2, Nat.cast_one]
      linear_combination h - e
    · -- Pascal's rule
      have e1 := ih i (j + 1) (k + 1) (by omega) (by omega)
      have e2 := ih (i + 1) j (k + 1) (by omega) (by omega)
      simp [neighbourSum] at h
      rw [Nat.choose_succ_succ', Nat.cast_add]
      linear_combination h - e1 - e2
```

To use it, `inner_eq_zero` extends $f$ by zero to all sites and writes $n=m+1$, so the factor $n+1$ appears as $m+2$.

```lean
/-- For `n ≥ 1`, inner amplitudes that cancel around every rim atom are all zero. -/
theorem inner_eq_zero {n : ℕ} (hn : 1 ≤ n) (f : layer n → ℝ) (hf : (hop n)ᵀ *ᵥ f = 0) :
    f = 0 := by
  obtain ⟨F, hF⟩ : ∃ F : Site → ℝ, ∀ a : layer n, F a.1 = f a :=
    ⟨fun p => if h : p ∈ layer n then f ⟨p, h⟩ else 0, fun a => dif_pos a.2⟩
  have H : ∀ i j k, i + j + k = n + 1 → i ≤ n → j ≤ n → k ≤ n →
      neighbourSum F i j k = 0 := by
    intro i j k h hi hj hk
    have e := congrFun hf ⟨(i, j, k), mem_rim.2 ⟨h, hi, hj, hk⟩⟩
    simp only [Matrix.mulVec, dotProduct, Matrix.transpose_apply, hop, Matrix.of_apply,
      ite_mul, one_mul, zero_mul, Pi.zero_apply] at e
    rw [← sum_inner_neighbours F i j k h]
    simp only [hF]
    exact e
  obtain ⟨m, rfl⟩ : ∃ m, n = m + 1 := ⟨n - 1, by omega⟩
  -- the rim atom (1, n, 0) forces the corner amplitude to vanish
  have h := H 1 (m + 1) 0 (by omega) (by omega) (by omega) (by omega)
  have p := inner_pascal H (m + 1) 0 (m + 1) 0 (by omega) (by omega)
  have q := inner_pascal H (m + 1) 1 m 0 (by omega) (by omega)
  simp [neighbourSum] at h
  rw [Nat.choose_zero_right, Nat.cast_one] at p
  rw [Nat.choose_one_right, Nat.cast_add, Nat.cast_one] at q
  have h0 : (-1 : ℝ) ^ (m + 1) * (((m : ℝ) + 2) * F (0, 0, m + 1)) = 0 := by
    linear_combination h - p - q
  have h1 : (-1 : ℝ) ^ (m + 1) ≠ 0 := pow_ne_zero _ (by norm_num)
  have h2 : (m : ℝ) + 2 ≠ 0 := by positivity
  have c0 := (mul_eq_zero.1 ((mul_eq_zero.1 h0).resolve_left h1)).resolve_left h2
  funext a
  have ha := mem_layer.1 a.2
  have e := inner_pascal H (a.1.1 + a.1.2.1) a.1.1 a.1.2.1 a.1.2.2 rfl ha
  rw [c0, mul_zero] at e
  rw [← hF a]
  exact e
```

## From the atom count to the dimension

`card_rim` proves the decomposition of the rim as an equality of finite sets, then takes cardinalities.

```lean
/-- The rim sublattice has `n - 1` more atoms than the inner one, written without
subtraction. -/
theorem card_rim (n : ℕ) : (rim n).card + 1 = (layer n).card + n := by
  -- with one corner restored, the rim is a shifted inner layer plus one edge row
  have h : insert ((0, 0, n + 1) : Site) (rim n) =
      (layer n).image (fun p => ((p.1, p.2.1, p.2.2 + 1) : Site)) ∪
      (Finset.range n).image (fun i => ((i + 1, n - i, 0) : Site)) := by
    ext ⟨i, j, k⟩
    simp only [Finset.mem_insert, mem_rim, Finset.mem_union, Finset.mem_image, mem_layer,
      Finset.mem_range, Prod.mk.injEq, Prod.exists]
    constructor
    · intro h
      rcases k with _ | k
      · exact Or.inr ⟨i - 1, by omega, by omega, by omega, by omega⟩
      · exact Or.inl ⟨i, j, k, by omega, by omega, by omega, by omega⟩
    · rintro (⟨a, b, c, h, rfl, rfl, rfl⟩ | ⟨a, h, rfl, rfl, rfl⟩) <;> omega
  have hc : ((0, 0, n + 1) : Site) ∉ rim n := by
    simp only [mem_rim]
    omega
  have hd : Disjoint ((layer n).image (fun p => ((p.1, p.2.1, p.2.2 + 1) : Site)))
      ((Finset.range n).image (fun i => ((i + 1, n - i, 0) : Site))) := by
    rw [Finset.disjoint_left]
    intro p hp hq
    obtain ⟨a, _, ha⟩ := Finset.mem_image.1 hp
    obtain ⟨b, _, hb⟩ := Finset.mem_image.1 hq
    have := congrArg (fun s : Site => s.2.2) (ha.trans hb.symm)
    simp at this
  have i1 : Function.Injective (fun p : Site => ((p.1, p.2.1, p.2.2 + 1) : Site)) := by
    rintro ⟨a, b, c⟩ ⟨a', b', c'⟩ h
    simp only [Prod.mk.injEq] at h ⊢
    omega
  have i2 : Function.Injective (fun i : ℕ => ((i + 1, n - i, 0) : Site)) := by
    intro a b h
    simp only [Prod.mk.injEq] at h
    omega
  have h2 := congrArg Finset.card h
  rw [Finset.card_insert_of_notMem hc, Finset.card_union_of_disjoint hd,
    Finset.card_image_of_injective _ i1, Finset.card_image_of_injective _ i2,
    Finset.card_range] at h2
  exact h2
```

The blocks and the vanishing inner part together characterise the non-bonding orbitals.

```lean
/-- For `n ≥ 1`, an orbital is non-bonding exactly when it vanishes on the inner sublattice and
its rim amplitudes cancel around every inner atom. -/
theorem mem_nonbonding_iff {n : ℕ} (hn : 1 ≤ n) (ψ : Atom n → ℝ) :
    ψ ∈ nonbonding n ↔ (∀ a, ψ (Sum.inl a) = 0) ∧ hop n *ᵥ (ψ ∘ Sum.inr) = 0 := by
  rw [nonbonding, LinearMap.mem_ker, Matrix.mulVecLin_apply, adjMatrix_blocks,
    Matrix.fromBlocks_mulVec, Matrix.zero_mulVec, Matrix.zero_mulVec, zero_add, add_zero]
  constructor
  · intro h
    have h1 : hop n *ᵥ (ψ ∘ Sum.inr) = 0 := funext fun a => congrFun h (Sum.inl a)
    have h2 : (hop n)ᵀ *ᵥ (ψ ∘ Sum.inl) = 0 := funext fun b => congrFun h (Sum.inr b)
    exact ⟨fun a => congrFun (inner_eq_zero hn _ h2) a, h1⟩
  · rintro ⟨h1, h2⟩
    have h3 : ψ ∘ Sum.inl = 0 := funext h1
    rw [h3, Matrix.mulVec_zero, h2]
    funext u
    rcases u with u | u <;> rfl
```

They also show that the rim amplitudes on the edge $k=0$ determine the whole orbital. If these vanish, the balance at the inner atom $(i,j,k)$ carries the zeros from row $k$ to row $k+1$.

```lean
/-- For `n ≥ 1`, a non-bonding orbital that vanishes on the rim atoms with third coordinate `0`
vanishes everywhere. -/
theorem eq_zero_of_edge {n : ℕ} (hn : 1 ≤ n) {ψ : Atom n → ℝ} (hψ : ψ ∈ nonbonding n)
    (hedge : ∀ b : rim n, b.1.2.2 = 0 → ψ (Sum.inr b) = 0) : ψ = 0 := by
  obtain ⟨h1, h2⟩ := (mem_nonbonding_iff hn ψ).1 hψ
  -- zeros propagate from each row to the next
  have key : ∀ k, ∀ b : rim n, b.1.2.2 = k → ψ (Sum.inr b) = 0 := by
    intro k
    induction k with
    | zero => exact hedge
    | succ k ih =>
      rintro ⟨⟨i, j, l⟩, hb⟩ hl
      have hl' : l = k + 1 := hl
      subst hl'
      have hs : i + j + (k + 1) = n + 1 := (mem_rim.1 hb).1
      have hs' : i + j + k = n := by omega
      have e := congrFun h2 ⟨(i, j, k), mem_layer.2 hs'⟩
      simp only [Matrix.mulVec, dotProduct, hop, Matrix.of_apply, ite_mul, one_mul, zero_mul,
        Pi.zero_apply, Function.comp_apply] at e
      rw [Finset.sum_eq_single (⟨(i, j, k + 1), hb⟩ : rim n)] at e
      · have hr : Raises (i, j, k) (i, j, k + 1) := Or.inr (Or.inr rfl)
        exact (if_pos hr).symm.trans e
      · rintro ⟨q, hq⟩ _ hne
        split_ifs with hr
        · refine ih _ ?_
          rcases hr with hr | hr | hr
          · exact congrArg (fun s : Site => s.2.2) hr
          · exact congrArg (fun s : Site => s.2.2) hr
          · exact absurd (Subtype.ext hr) hne
        · rfl
      · intro h'
        exact absurd (Finset.mem_univ _) h'
  funext u
  rcases u with a | b
  · exact h1 a
  · exact key _ b rfl
```

The final theorem states that the dimension plus one equals $n$, which avoids truncated subtraction of natural numbers. The map `L` extends a rim vector by zero and identifies $\ker B$ with `nonbonding n`; rank–nullity and `card_rim` give the number.

```lean
/-- For `n ≥ 1`, the triangulene flake has exactly `n - 1` linearly independent non-bonding
orbitals, written without subtraction. -/
theorem finrank_nonbonding {n : ℕ} (hn : 1 ≤ n) :
    Module.finrank ℝ (nonbonding n) + 1 = n := by
  -- non-bonding orbitals are the kernel vectors of the bond matrix, extended by zero
  let L : (rim n → ℝ) →ₗ[ℝ] (Atom n → ℝ) :=
    { toFun := fun g => Sum.elim 0 g
      map_add' := by
        intro x y
        funext u
        rcases u with u | u <;> simp
      map_smul' := by
        intro c x
        funext u
        rcases u with u | u <;> simp }
  have hL : Function.Injective L := fun g g' h => funext fun b => congrFun h (Sum.inr b)
  have hmap : nonbonding n = (LinearMap.ker (hop n).mulVecLin).map L := by
    ext ψ
    rw [mem_nonbonding_iff hn, Submodule.mem_map]
    constructor
    · rintro ⟨h1, h2⟩
      refine ⟨ψ ∘ Sum.inr, LinearMap.mem_ker.2 h2, ?_⟩
      funext u
      rcases u with u | u
      · exact (h1 u).symm
      · rfl
    · rintro ⟨g, hg, rfl⟩
      exact ⟨fun _ => rfl, LinearMap.mem_ker.1 hg⟩
  have e := (Submodule.equivMapOfInjective L hL (LinearMap.ker (hop n).mulVecLin)).finrank_eq
  -- the bond matrix has full rank
  have inj : Function.Injective (hop n)ᵀ.mulVecLin :=
    (injective_iff_map_eq_zero _).2 fun f hf => inner_eq_zero hn f hf
  have t : (hop n).rank = (layer n).card := by
    rw [← Matrix.rank_transpose, Matrix.rank, LinearMap.finrank_range_of_inj inj,
      Module.finrank_fintype_fun_eq_card, Fintype.card_coe]
  have r := LinearMap.finrank_range_add_finrank_ker (hop n).mulVecLin
  rw [Matrix.rank] at t
  rw [Module.finrank_fintype_fun_eq_card, Fintype.card_coe] at r
  have c := card_rim n
  rw [hmap, ← e]
  omega

end

end TrianguleneNonbonding
```
```lean
#print axioms TrianguleneNonbonding.eq_zero_of_edge
#print axioms TrianguleneNonbonding.finrank_nonbonding
```

```
'TrianguleneNonbonding.eq_zero_of_edge' depends on axioms: [propext, Classical.choice, Quot.sound]
'TrianguleneNonbonding.finrank_nonbonding' depends on axioms: [propext, Classical.choice, Quot.sound]
```
